# A dispersionless core hole: the electron-hole characteristic polynomial is a power of the one-electron one

A common shortcut in computing an X-ray absorption edge is to place the core hole on one atom of a periodic supercell, keep it there, and solve a one-electron problem for the excited electron in the resulting potential. With one electron orbital and one core level per site, the two-particle problem that this replaces has one basis state for every pair of an electron site and a hole site, so with \(N\) sites it is an \(N^2 \times N^2\) eigenvalue problem, against \(N \times N\) for the fixed hole. In a finite periodic one-orbital lattice model with all sites equivalent, a hole that cannot hop and a static electron-hole interaction that depends only on the relative position, the replacement is exact: both matrices have the same energies, and each energy of the small matrix occurs \(N\) times as often in the large one. The moments of the transition vector also agree up to a constant factor, provided that this vector is a factor for the hole site times a function of the electron position relative to the hole.

## Physical setting

The sites form a finite abelian group \(G\), written additively, with \(N = |G|\) elements. A ring of \(N\) sites is \(G = \mathbb{Z}/N\), and a crystal with periodic boundary conditions is a product of such rings. The excited electron sits at \(r \in G\), the core hole at \(R \in G\). Three complex quantities fix the model. The function \(h : G \to \mathbb{C}\) gives the electron matrix element \(h(r-r')\) between sites \(r\) and \(r'\), with \(h(0)\) the on-site energy. The number \(\varepsilon_c\) is the energy of the core level, the same on all sites. The function \(W : G \to \mathbb{C}\) gives the interaction \(W(r-R)\) of an electron at \(r\) with a hole at \(R\). With \(\delta\) the Kronecker symbol, the electron-hole Hamiltonian is
\[
H\big((r,R),(r',R')\big) = \delta(R,R')\,\Big[h(r-r') - \delta(r,r')\big(\varepsilon_c + W(r-R)\big)\Big].
\]
The signs are those of an excitation energy, electron energy minus core-level energy, with positive \(W\) an attraction. The factor \(\delta(R,R')\) states that the hole never changes site, which is the same as a flat core band. With the hole fixed at the origin, the electron sees the one-electron matrix
\[
A(r,r') = h(r-r') - \delta(r,r')\big(\varepsilon_c + W(r)\big).
\]
The matrix \(H\) has the shape of a Bethe-Salpeter Hamiltonian restricted to resonant electron-hole pairs, with only the direct, statically screened term kept in the kernel.

## Statement

For a square matrix \(M\) let \(p_M(X) = \det(X\mathbb{1} - M)\) be its characteristic polynomial in the variable \(X\). For two functions \(c, \varphi : G \to \mathbb{C}\) define the product state
\[
\Psi_{c,\varphi}(r,R) = c(R)\,\varphi(r-R),
\]
a hole amplitude times a wave function of the electron position relative to the hole. The bracket \(\langle u | v \rangle = \sum_x \overline{u(x)}\,v(x)\) runs over sites or over pairs of sites, as the case requires. For all \(h\), \(W\), \(\varepsilon_c\):

1. \(p_H = (p_A)^N\) (`charpoly_coreExciton`).
2. For every \(E \in \mathbb{C}\), the multiplicity of \(E\) as a root of \(p_H\) is \(N\) times its multiplicity as a root of \(p_A\) (`rootMultiplicity_coreExciton`), and \(H\) and \(A\) have the same set of eigenvalues (`spectrum_coreExciton`).
3. \(H\,\Psi_{c,\varphi} = \Psi_{c,A\varphi}\) (`coreExciton_mulVec`), and if \(A\varphi = E\varphi\) then \(H\,\Psi_{c,\varphi} = E\,\Psi_{c,\varphi}\) for every \(c\) (`coreExciton_eigen`).
4. \(\langle \Psi_{c,\varphi} | \Psi_{c',\psi} \rangle = \langle c|c'\rangle \langle \varphi|\psi\rangle\) for all functions \(c, c', \varphi, \psi\) on \(G\) (`overlap_productState`).
5. For a transition vector \(D = \Psi_{c,d}\), with \(d : G \to \mathbb{C}\), and every integer \(n \ge 0\), \(\langle D|H^n|D\rangle = \langle c|c\rangle \langle d|A^n|d\rangle\) (`moment_coreExciton`).

## Derivation

*Matrix elements.* Since \((r-R) - (r'-R) = r - r'\), and \(r - R = r' - R\) holds exactly when \(r = r'\),
\[
A(r-R,\,r'-R) = h(r-r') - \delta(r,r')\big(\varepsilon_c + W(r-R)\big),
\]
which is the bracket in the definition of \(H\). Hence
\[
H\big((r,R),(r',R')\big) = \delta(R,R')\,A(r-R,\,r'-R).
\]

*Relative coordinates.* The map \(\sigma(r,R) = (r-R,\,R)\) is a bijection of \(G \times G\) with inverse \((\rho,R) \mapsto (\rho+R,\,R)\), where \(\rho\) is the relative coordinate. Define
\[
\tilde H\big((\rho,R),(\rho',R')\big) = \delta(R,R')\,A(\rho,\rho'),
\]
which is block diagonal in the hole site with \(N\) identical blocks \(A\). For pairs \(a = (r,R)\) and \(b = (r',R')\) one has \(H(a,b) = \tilde H(\sigma a, \sigma b)\): when \(R = R'\) both sides are \(A(r-R, r'-R)\), and otherwise both vanish.

*Characteristic polynomial.* The matrices \(X\mathbb{1} - H\) and \(X\mathbb{1} - \tilde H\) differ by the same relabelling \(\sigma\) of rows and columns. In the expansion of the determinant over permutations \(\pi\) of the basis, the substitution \(\pi \to \sigma\pi\sigma^{-1}\) keeps the sign and matches the terms one to one, so \(p_H = p_{\tilde H}\). The matrix \(X\mathbb{1} - \tilde H\) is block diagonal with blocks \(X\mathbb{1} - A\). Only permutations that keep each hole label contribute to its determinant, and these are independent permutations within each block, so the sum factorises:
\[
p_H(X) = \prod_{R \in G} \det(X\mathbb{1} - A) = p_A(X)^N .
\]

*Multiplicities and spectrum.* If \(p_A(X) = (X-E)^m g(X)\) with \(g(E) \neq 0\), then \(p_H(X) = (X-E)^{Nm} g(X)^N\) with \(g(E)^N \neq 0\), so the multiplicity is \(Nm\). A group contains its zero element, so \(N \ge 1\), and \(p_A(E)^N = 0\) holds exactly when \(p_A(E) = 0\). The eigenvalues of a finite matrix are the roots of its characteristic polynomial, so the spectra coincide.

*Product states.* The Kronecker symbol removes the sum over \(R'\), and the shift \(\rho' = r' - R\) runs over all of \(G\):
\[
(H\Psi_{c,\varphi})(r,R) = \sum_{r'} A(r-R,\,r'-R)\,c(R)\,\varphi(r'-R) = c(R)\sum_{\rho'} A(r-R,\rho')\,\varphi(\rho') = \Psi_{c,A\varphi}(r,R).
\]
With \(A\varphi = E\varphi\) the right side is \(E\,\Psi_{c,\varphi}(r,R)\). The same shift, now of \(r\), gives the overlap:
\[
\sum_{R}\sum_{r} \overline{c(R)\varphi(r-R)}\;c'(R)\psi(r-R) = \sum_R \overline{c(R)}\,c'(R) \sum_\rho \overline{\varphi(\rho)}\,\psi(\rho).
\]

*Moments.* Applying the product-state rule \(n\) times gives \(H^n \Psi_{c,d} = \Psi_{c,A^n d}\), and the overlap formula with \(c' = c\), \(\varphi = d\), \(\psi = A^n d\) gives statement 5. The vectors are unnormalised. The case \(n = 0\) reads \(\langle D|D\rangle = \langle c|c\rangle\langle d|d\rangle\), so for nonzero \(c\) and \(d\) the normalised moments are equal,
\[
\frac{\langle D|H^n|D\rangle}{\langle D|D\rangle} = \frac{\langle d|A^n|d\rangle}{\langle d|d\rangle}.
\]

In a calculation, \(d(r-R)\) is the transition matrix element from the core orbital at \(R\) to the electron orbital at \(r\), and \(c(R)\) is the phase of the photon field at the absorbing site. With \(|c(R)| = 1\) one has \(\langle c|c\rangle = N\), so the moments per site are those of \(A\) in the vector \(d\). Within this model it is therefore enough to build the \(N \times N\) matrix \(A\) and apply it repeatedly to \(d\) (for Hermitian \(A\) one may diagonalise it or run a Lanczos recursion), without storing any array over pairs \((r,R)\). For Hermitian \(A\) and \(H\) the moments of a finite matrix determine the positions and weights of the absorption lines; that last step from moments to line spectrum is an added remark and is not among the theorems of the file. Taking \(c\) to be a plane wave, that is a function of modulus one with \(c(R+a) = c(R)\,c(a)\) for all \(a \in G\), makes \(\Psi_{c,\varphi}\) a state of definite total momentum, and when \(A\varphi = E\varphi\) statement 3 gives it the energy \(E\) whichever plane wave is chosen: the exciton bands of this model are flat.

## What the formal version assumes

The type `G` with `AddCommGroup G` and finitely many elements is the group of sites, and `Fintype.card G` is \(N\). The arguments `h W : G → ℂ` and `ec : ℂ` are \(h\), \(W\) and \(\varepsilon_c\). The definition `impurity h W ec` is \(A\), and `coreExciton h W ec` is \(H\), a matrix indexed by `G × G` in which the first component `p.1` is the electron site and the second component `p.2` is the hole site. The bijection `relCoord` is \(\sigma\), and `productState c φ` is \(\Psi_{c,\varphi}\). Mathlib's `charpoly` is \(\det(X\mathbb{1} - M)\), the operator `*ᵥ` is the matrix-vector product, and since `⬝ᵥ` is the bilinear sum without conjugation, the bracket \(\langle u|v\rangle\) appears as `star` of the first vector dotted with the second.

No reality or Hermiticity condition is placed on \(h\), \(W\) or \(\varepsilon_c\); a core-hole lifetime written as an imaginary part of \(\varepsilon_c\) is allowed. Accordingly `rootMultiplicity` is the algebraic multiplicity, and no theorem counts independent eigenvectors. The only explicit hypothesis in the file is `hφ` in `coreExciton_eigen`, the equation \(A\varphi = E\varphi\). It does not require \(\varphi \neq 0\), and the state \(\Psi_{c,\varphi}\), of squared norm \(\langle c|c\rangle\langle\varphi|\varphi\rangle\), is an eigenvector in the proper sense when both \(c\) and \(\varphi\) are nonzero. The smallest case is the one-site group, where \(N = 1\) and \(H\) and \(A\) are both the number \(h(0) - \varepsilon_c - W(0)\).

The physical assumptions sit in the definitions and are not derived. The lattice is finite and periodic, with one electron orbital and one core level per site and all sites equivalent. The functions \(h\) and \(W\) are given inputs, so screening and relaxation around the hole are not computed, and \(W\) is independent of energy and diagonal in the electron site. Spin, core multiplets and the blocking of occupied valence states are absent. The exchange term of the Bethe-Salpeter kernel, which in general connects pairs with the hole on different sites, and the coupling to antiresonant pairs are both left out of \(H\). Statement 5 concerns transition vectors of product form only.

The immobility of the hole matters already on two sites. Take \(G = \mathbb{Z}/2 = \{0,1\}\), \(\varepsilon_c = 0\), \(h(0) = 0\), \(h(1) = s\), \(W(0) = w\), \(W(1) = 0\), so that \(p_A = X^2 + wX - s^2\). Let \(H'\) be \(H\) plus a hole hopping, an element \(t\) between \((r,0)\) and \((r,1)\) in both directions for each \(r\). On product states with \(c = (1, \pm 1)\) a hop of the hole changes \(\rho\) by one and multiplies \(c\) by \(\pm 1\), so \(H'\) acts on \(\varphi\) through
\[
\begin{pmatrix} -w & s \pm t \\ s \pm t & 0 \end{pmatrix},
\qquad
p_{H'} = \big(X^2 + wX - (s+t)^2\big)\big(X^2 + wX - (s-t)^2\big).
\]
At \(t = 0\) this is \(p_A^2\). For \(s = t = 1\) and \(w = 0\) it is \((X^2-4)X^2\), with energies \(2, -2, 0, 0\), while \(A\) has energies \(\pm 1\); the polynomial is not the square of any polynomial.

## The file

In Lean 4 with Mathlib:

```lean
import Mathlib

open Matrix Polynomial

namespace DispersionlessCoreHole

noncomputable section

variable {G : Type*} [AddCommGroup G] [Fintype G] [DecidableEq G]

/-- One-electron matrix with the core hole fixed at the origin:
`A(r,r') = h(r-r') - δ(r,r') (ec + W(r))`. -/
def impurity (h W : G → ℂ) (ec : ℂ) : Matrix G G ℂ :=
  Matrix.of fun r r' => h (r - r') - if r = r' then ec + W r else 0

/-- Electron-hole Hamiltonian on pairs (electron site `r`, hole site `R`) for a hole that does
not hop: `H((r,R),(r',R')) = δ(R,R') [h(r-r') - δ(r,r') (ec + W(r-R))]`. -/
def coreExciton (h W : G → ℂ) (ec : ℂ) : Matrix (G × G) (G × G) ℂ :=
  Matrix.of fun p q =>
    if p.2 = q.2 then h (p.1 - q.1) - (if p.1 = q.1 then ec + W (p.1 - p.2) else 0) else 0

/-- Change to the electron coordinate relative to the hole, `(r,R) ↦ (r-R,R)`. -/
def relCoord : G × G ≃ G × G where
  toFun p := (p.1 - p.2, p.2)
  invFun p := (p.1 + p.2, p.2)
  left_inv p := by simp
  right_inv p := by simp

/-- Electron-hole amplitude `Ψ(r,R) = c(R) φ(r-R)`, a hole amplitude times a function of the
relative coordinate. -/
def productState (c φ : G → ℂ) : G × G → ℂ :=
  fun p => c p.2 * φ (p.1 - p.2)

omit [Fintype G] in
/-- The matrix elements of `H` are `δ(R,R') A(r-R, r'-R)`. -/
theorem coreExciton_apply (h W : G → ℂ) (ec : ℂ) (r R r' R' : G) :
    coreExciton h W ec (r, R) (r', R')
      = if R = R' then impurity h W ec (r - R) (r' - R) else 0 := by
  -- the hopping depends only on `(r - R) - (r' - R) = r - r'`
  simp [coreExciton, impurity, sub_sub_sub_cancel_right, sub_left_inj]

omit [Fintype G] in
/-- In relative coordinates `H` is block diagonal, with one copy of `A` for each hole site. -/
theorem coreExciton_eq_blockDiagonal (h W : G → ℂ) (ec : ℂ) :
    coreExciton h W ec
      = (blockDiagonal fun _ : G => impurity h W ec).submatrix relCoord relCoord := by
  apply Matrix.ext
  rintro ⟨r, R⟩ ⟨r', R'⟩
  rw [coreExciton_apply]
  by_cases hR : R = R'
  · subst hR
    simp [blockDiagonal_apply, relCoord]
  · simp [blockDiagonal_apply, relCoord, hR]

/-- The characteristic polynomial of a block-diagonal matrix is the product of those of its
blocks. -/
theorem charpoly_blocks {n o : Type*} [Fintype n] [DecidableEq n] [Fintype o] [DecidableEq o]
    (M : o → Matrix n n ℂ) :
    (blockDiagonal M).charpoly = ∏ k, (M k).charpoly := by
  -- `X - M` is again block diagonal
  have hc : charmatrix (blockDiagonal M) = blockDiagonal fun k => charmatrix (M k) := by
    apply Matrix.ext
    rintro ⟨i, k⟩ ⟨j, l⟩
    by_cases hkl : k = l
    · subst hkl
      simp [charmatrix_apply, blockDiagonal_apply, diagonal_apply]
    · simp [blockDiagonal_apply, hkl]
  unfold Matrix.charpoly
  rw [hc, det_blockDiagonal]

/-- The characteristic polynomial of the electron-hole Hamiltonian `H` is the `card G`-th power
of that of the one-electron matrix `A` with the hole at the origin. -/
theorem charpoly_coreExciton (h W : G → ℂ) (ec : ℂ) :
    (coreExciton h W ec).charpoly = (impurity h W ec).charpoly ^ Fintype.card G := by
  -- relabelling the basis leaves the characteristic polynomial unchanged
  have hre : ∀ M : Matrix (G × G) (G × G) ℂ,
      (M.submatrix relCoord relCoord).charpoly = M.charpoly := by
    intro M
    exact Matrix.charpoly_reindex (relCoord (G := G)).symm M
  rw [coreExciton_eq_blockDiagonal, hre, charpoly_blocks, Finset.prod_const, Finset.card_univ]

/-- The multiplicity of an energy `E` as a root of the characteristic polynomial of `H` is
`card G` times its multiplicity for `A`. -/
theorem rootMultiplicity_coreExciton (h W : G → ℂ) (ec E : ℂ) :
    (coreExciton h W ec).charpoly.rootMultiplicity E
      = Fintype.card G * (impurity h W ec).charpoly.rootMultiplicity E := by
  classical
  rw [← Polynomial.count_roots, ← Polynomial.count_roots, charpoly_coreExciton,
    Polynomial.roots_pow, Multiset.count_nsmul]

/-- The electron-hole Hamiltonian `H` and the one-electron matrix `A` have the same spectrum. -/
theorem spectrum_coreExciton (h W : G → ℂ) (ec : ℂ) :
    spectrum ℂ (coreExciton h W ec) = spectrum ℂ (impurity h W ec) := by
  ext E
  have hN : Fintype.card G ≠ 0 := Fintype.card_ne_zero
  rw [Matrix.mem_spectrum_iff_isRoot_charpoly, Matrix.mem_spectrum_iff_isRoot_charpoly,
    charpoly_coreExciton, IsRoot.def, IsRoot.def, eval_pow, pow_eq_zero_iff hN]

/-- On a state `c(R) φ(r-R)` the Hamiltonian `H` acts as `A` on `φ` and leaves `c` unchanged. -/
theorem coreExciton_mulVec (h W : G → ℂ) (ec : ℂ) (c φ : G → ℂ) :
    coreExciton h W ec *ᵥ productState c φ = productState c (impurity h W ec *ᵥ φ) := by
  funext p
  obtain ⟨r, R⟩ := p
  simp only [mulVec, dotProduct, Fintype.sum_prod_type, coreExciton_apply, productState,
    ite_mul, zero_mul, Finset.sum_ite_eq, Finset.mem_univ, if_true, Finset.mul_sum]
  -- shift the summation variable by the hole position
  exact Fintype.sum_equiv (Equiv.subRight R) _ _
    (fun x => by simp only [Equiv.subRight_apply]; ring)

/-- If `A φ = E φ`, then `Ψ(r,R) = c(R) φ(r-R)` obeys `H Ψ = E Ψ` for every hole
amplitude `c`. -/
theorem coreExciton_eigen (h W : G → ℂ) (ec E : ℂ) (φ : G → ℂ)
    (hφ : impurity h W ec *ᵥ φ = E • φ) (c : G → ℂ) :
    coreExciton h W ec *ᵥ productState c φ = E • productState c φ := by
  rw [coreExciton_mulVec, hφ]
  funext p
  simp only [productState, Pi.smul_apply, smul_eq_mul]
  ring

omit [DecidableEq G] in
/-- The overlap of two product states is the overlap of the hole amplitudes times the overlap
of the relative wave functions. -/
theorem overlap_productState (c c' φ ψ : G → ℂ) :
    star (productState c φ) ⬝ᵥ productState c' ψ = (star c ⬝ᵥ c') * (star φ ⬝ᵥ ψ) := by
  simp only [dotProduct, Fintype.sum_prod_type, productState, Pi.star_apply, star_mul']
  rw [Finset.sum_comm, Finset.sum_mul]
  refine Finset.sum_congr rfl fun R _ => ?_
  rw [Finset.mul_sum]
  exact Fintype.sum_equiv (Equiv.subRight R) _ _
    (fun x => by simp only [Equiv.subRight_apply]; ring)

/-- For a transition vector `D(r,R) = c(R) d(r-R)` every moment `⟨D|Hⁿ|D⟩` equals
`⟨c|c⟩ ⟨d|Aⁿ|d⟩`. -/
theorem moment_coreExciton (h W : G → ℂ) (ec : ℂ) (c d : G → ℂ) (n : ℕ) :
    star (productState c d) ⬝ᵥ (coreExciton h W ec ^ n *ᵥ productState c d)
      = (star c ⬝ᵥ c) * (star d ⬝ᵥ (impurity h W ec ^ n *ᵥ d)) := by
  -- powers of `H` act through powers of `A`
  have hpow : coreExciton h W ec ^ n *ᵥ productState c d
      = productState c (impurity h W ec ^ n *ᵥ d) := by
    induction n with
    | zero => simp
    | succ n ih =>
      rw [pow_succ', pow_succ', ← Matrix.mulVec_mulVec, ← Matrix.mulVec_mulVec, ih,
        coreExciton_mulVec]
  rw [hpow, overlap_productState]

end

end DispersionlessCoreHole
```

```lean
#print axioms DispersionlessCoreHole.charpoly_coreExciton
#print axioms DispersionlessCoreHole.rootMultiplicity_coreExciton
#print axioms DispersionlessCoreHole.coreExciton_eigen
#print axioms DispersionlessCoreHole.moment_coreExciton
```

```
'DispersionlessCoreHole.charpoly_coreExciton' depends on axioms: [propext, Classical.choice, Quot.sound]
'DispersionlessCoreHole.rootMultiplicity_coreExciton' depends on axioms: [propext, Classical.choice, Quot.sound]
'DispersionlessCoreHole.coreExciton_eigen' depends on axioms: [propext, Classical.choice, Quot.sound]
'DispersionlessCoreHole.moment_coreExciton' depends on axioms: [propext, Classical.choice, Quot.sound]
```

## Notes on the proof

`coreExciton_apply` is the matrix-element step. Its two ingredients are `sub_sub_sub_cancel_right`, the identity \((r-R)-(r'-R) = r-r'\), and `sub_left_inj`, the equivalence of \(r-R = r'-R\) with \(r = r'\).

`coreExciton_eq_blockDiagonal` is the equation \(H(a,b) = \tilde H(\sigma a,\sigma b)\). Mathlib's `blockDiagonal` carries the block label in the second component of the index, which matches the position of the hole site, and `.submatrix relCoord relCoord` applies \(\sigma\) to rows and columns. The split `by_cases hR : R = R'` separates equal hole sites, where the second argument \(r' - R'\) becomes \(r' - R\), from unequal ones, where both sides are zero.

`charpoly_blocks` treats an arbitrary finite family of square blocks of equal size. The step `hc` shows entry by entry that `charmatrix`, the matrix \(X\mathbb{1} - M\), of a block-diagonal matrix is block diagonal with the corresponding blocks. The factorisation of the determinant, argued above through permutations, is taken from Mathlib as `det_blockDiagonal`.

`charpoly_coreExciton` chains these. The auxiliary `hre` is the invariance of the characteristic polynomial under \(\sigma\); it comes from `Matrix.charpoly_reindex`, which is given the inverse bijection because reindexing along a bijection reads the entries through its inverse. After `charpoly_blocks` the product over hole sites has a constant factor, and `Finset.prod_const` with `Finset.card_univ` turns it into the \(N\)-th power.

`rootMultiplicity_coreExciton` replaces the factorisation \((X-E)^m g\) by counting. `Polynomial.count_roots` expresses a multiplicity as the number of occurrences of \(E\) in the multiset of roots, `Polynomial.roots_pow` says that the roots of an \(N\)-th power are the roots repeated \(N\) times, and `Multiset.count_nsmul` multiplies the count by \(N\). `spectrum_coreExciton` passes from eigenvalues to roots by `Matrix.mem_spectrum_iff_isRoot_charpoly`, evaluates the power at \(E\), and uses `pow_eq_zero_iff hN`, where `hN` records \(N \neq 0\).

In `coreExciton_mulVec` the sum over pairs is written as a double sum, `Finset.sum_ite_eq` removes the sum over \(R'\), and `Fintype.sum_equiv (Equiv.subRight R)` is the shift \(\rho' = r' - R\). `coreExciton_eigen` inserts `hφ` and moves the factor \(E\) past \(c(R)\). `overlap_productState` uses `Finset.sum_comm` to make the hole sum the outer one and then applies the same shift to \(r\) at each fixed \(R\).

In `moment_coreExciton` the step `hpow` proves \(H^n\Psi_{c,d} = \Psi_{c,A^n d}\) by induction on \(n\). The rewriting with `pow_succ'` and `Matrix.mulVec_mulVec` gives \(H^{n+1}\Psi = H(H^n\Psi)\) and \(A^{n+1}d = A(A^n d)\), the induction hypothesis handles the inner factor, and `coreExciton_mulVec` handles the outer one. `overlap_productState` then yields the factor \(\langle c|c\rangle\).
